# For a Hamiltonian that couples only neighbouring shells, a cluster of radius $R$ gives $p(H)e_o$ exactly up to degree $R$

## Three sites in a row

Take an open chain of three sites, numbered 0, 1, 2, with hopping 1 between neighbours and zero on-site energies. Start with an electron on site 0 and write $e_i$ for the orbital at site $i$. The Hamiltonian $H$ acts as

$$He_0=e_1,\qquad H^2e_0=e_0+e_2 .$$

Now cut site 2 off and call the remaining Hamiltonian $K$. It gives

$$Ke_0=e_1,\qquad K^2e_0=e_0 .$$

One application of the Hamiltonian cannot tell that site 2 is missing, because one hop from site 0 only reaches site 1. The second application can.

The diagonal element at site 0 stays correct for longer. The number $(H^k)_{00}$ sums over walks of $k$ hops that start and end at site 0. To notice the missing site, a walk must go out to site 2 and come back, which takes four hops. The moments of order 0 to 3 therefore agree. At order 4 the full chain has the walks 0-1-0-1-0 and 0-1-2-1-0, so $(H^4)_{00}=2$, while the cluster has only the first, so $(K^4)_{00}=1$.

## Shells, clusters and polynomials of the Hamiltonian

Let the sites form a finite set, and let $H$ be a complex matrix indexed by them. Each site $i$ is assigned a shell number $d(i)\in\{0,1,2,\dots\}$, and the central site $o$ has $d(o)=0$. The Hamiltonian is shell-local if

$$H_{ij}=0\quad\text{whenever } d(i) \text{ and } d(j) \text{ differ by more than one.}$$

In a tight-binding model, $d$ can be the number of hops from $o$. If the hopping has a spatial cutoff $r_c$, one can divide the distance from $o$ by $r_c$ and round up.

The cluster Hamiltonian of radius $R$ is

$$K_{ij}=\begin{cases}H_{ij}, & d(i)\le R \text{ and } d(j)\le R,\\ 0, & \text{otherwise.}\end{cases}$$

For such $H$ and $K$, three statements hold:

- If $p$ has degree at most $R$, then $p(H)e_o=p(K)e_o$.
- If $p$ has degree at most $2R+1$, then $p(H)_{oo}=p(K)_{oo}$.
- If $(H^{R+1})_{io}\neq0$ for some site $i$ with $d(i)>R$, then $H^{R+1}e_o\ne K^{R+1}e_o$.

The third shows that the bound $R$ for the vector is sharp whenever the orbital really does leave the cluster at step $R+1$. For the diagonal element, the three-site chain with $R=1$ shows that $2R+1$ cannot in general be raised to $2R+2$.

These statements bear on those linear-scaling methods of electronic structure in which a function of a sparse one-particle Hamiltonian is replaced by a polynomial and applied to a local orbital: for a fixed finite matrix and a polynomial of known degree, the first two give a region that is large enough for the truncation to cause no error.

At $R=0$ the cluster consists of shell zero alone. The vector is then exact for constant polynomials, and the diagonal element for polynomials of degree at most one, since $K_{oo}=H_{oo}$. At the other end, once $R$ reaches the largest shell number, $K=H$ and there is no truncation at all.

## Following the amplitude outwards

**The orbital spreads by at most one shell per step.** The claim is that $(H^k)_{io}=0$ if $d(i)>k$. For $k=0$, a site with $d(i)>0$ is not $o$, so the entry of the identity matrix is zero. Suppose the claim holds for $k$, and let $d(i)>k+1$. In

$$(H^{k+1})_{io}=\sum_j H_{ij}(H^k)_{jo}$$

the terms with $d(j)>k$ vanish by the induction hypothesis. In the others $d(j)+1\le k+1<d(i)$, so $H_{ij}=0$.

**The cluster gives the same amplitudes up to step $R$.** The claim is that $(K^k)_{io}=(H^k)_{io}$ for all $i$ and all $k\le R$. Both sides are entries of the identity for $k=0$. Suppose the claim holds for $k$, and let $k+1\le R$. Then

$$(K^{k+1})_{io}=\sum_j K_{ij}(K^k)_{jo}=\sum_j K_{ij}(H^k)_{jo}.$$

Only sites with $d(j)\le k$ contribute, and these lie inside the cluster. If $d(i)\le R$, then $K_{ij}=H_{ij}$ by definition. If $d(i)>R$, then $K_{ij}=0$, and $H_{ij}=0$ as well because $d(j)+1\le R<d(i)$. The sum is therefore $(H^{k+1})_{io}$.

**Polynomials follow by linearity.** With $p(x)=\sum_k c_kx^k$ of degree at most $R$,

$$p(K)_{io}=\sum_k c_k(K^k)_{io}=\sum_k c_k(H^k)_{io}=p(H)_{io}.$$

Column $o$ of a matrix is that matrix applied to $e_o$, which gives the first statement.

## Going out and coming back

For the diagonal element, powers up to $R$ are already settled. Let $R<k\le 2R+1$ and write $k=a+1+R$, so that $0\le a\le R$. Then

$$(H^k)_{oo}=\sum_{i,j}(H^a)_{oi}\,H_{ij}\,(H^R)_{jo}.$$

The right factor equals $(K^R)_{jo}$ and vanishes for $d(j)>R$. The left factor belongs to a row instead of a column. Since $(H^a)_{oi}=((H^{T})^a)_{io}$, and $H^T$ is shell-local for the same shells, the two results above apply to it: it equals $(K^a)_{oi}$ and vanishes for $d(i)>a$, hence for $d(i)>R$. In the terms that remain, $i$ and $j$ both lie in the cluster, where $H_{ij}=K_{ij}$. So $(H^k)_{oo}=(K^k)_{oo}$, and linearity extends this to polynomials.

For the failure at the next power, let $d(i)>R$. Row $i$ of $K$ is zero, so $(K^{R+1})_{io}=\sum_jK_{ij}(K^R)_{jo}=0$. If $(H^{R+1})_{io}\ne0$, the two vectors differ at site $i$.

## The Lean file

```lean
import Mathlib

open Matrix Polynomial

namespace LocalOrbitalTruncation

variable {n : Type*} [Fintype n] [DecidableEq n]

/-- The Hamiltonian `H` couples only sites whose shells differ by at most one. -/
def ShellLocal (d : n → ℕ) (H : Matrix n n ℂ) : Prop :=
  ∀ i j, (d i + 1 < d j ∨ d j + 1 < d i) → H i j = 0

/-- The cluster Hamiltonian: only entries of `H` with both sites in shells up to `R` are kept. -/
def truncate (d : n → ℕ) (R : ℕ) (H : Matrix n n ℂ) : Matrix n n ℂ :=
  fun i j => if d i ≤ R ∧ d j ≤ R then H i j else 0

/-- Applying a matrix to the orbital at site `o` gives column `o` of the matrix. -/
lemma mulVec_site (M : Matrix n n ℂ) (o i : n) :
    (M *ᵥ Pi.single o 1) i = M i o := by
  simp [Matrix.mulVec, dotProduct, Pi.single_apply]

/-- After `k` applications of a shell-local Hamiltonian, an orbital that starts in shell zero has no
amplitude beyond shell `k`. -/
theorem pow_apply_eq_zero {d : n → ℕ} {H : Matrix n n ℂ} {o : n}
    (hH : ShellLocal d H) (ho : d o = 0) (k : ℕ) (i : n) (hi : k < d i) :
    (H ^ k) i o = 0 := by
  induction k generalizing i with
  | zero =>
    have hne : i ≠ o := by
      rintro rfl
      omega
    rw [pow_zero, Matrix.one_apply_ne hne]
  | succ k ih =>
    rw [pow_succ', Matrix.mul_apply]
    refine Finset.sum_eq_zero fun j _ => ?_
    -- either the amplitude at `j` is still zero, or `j` is too far from `i` to hop
    by_cases hj : k < d j
    · rw [ih j hj, mul_zero]
    · rw [hH i j (Or.inr (by omega)), zero_mul]

/-- Up to `R` applications, a shell-local Hamiltonian and its cluster Hamiltonian give the same
amplitudes from an orbital in shell zero. -/
theorem truncate_pow_apply {d : n → ℕ} {H : Matrix n n ℂ} {o : n} {R : ℕ}
    (hH : ShellLocal d H) (ho : d o = 0) (k : ℕ) (hk : k ≤ R) (i : n) :
    (truncate d R H ^ k) i o = (H ^ k) i o := by
  induction k generalizing i with
  | zero => simp
  | succ k ih =>
    rw [pow_succ', pow_succ', Matrix.mul_apply, Matrix.mul_apply]
    refine Finset.sum_congr rfl fun j _ => ?_
    rw [ih (by omega) j]
    by_cases hj : k < d j
    · rw [pow_apply_eq_zero hH ho k j hj, mul_zero, mul_zero]
    · -- a hop out of shell `k < R` cannot leave the cluster
      have hK : truncate d R H i j = H i j := by
        by_cases hi : d i ≤ R
        · exact if_pos ⟨hi, by omega⟩
        · rw [hH i j (Or.inr (by omega))]
          exact if_neg fun h => hi h.1
      rw [hK]

/-- If an entry agrees for all powers of two matrices up to the degree of `p`,
it agrees for `p` of the two matrices. -/
lemma aeval_apply_congr {A B : Matrix n n ℂ} (p : ℂ[X]) (i j : n)
    (h : ∀ k ≤ p.natDegree, (A ^ k) i j = (B ^ k) i j) :
    (aeval A p) i j = (aeval B p) i j := by
  rw [aeval_eq_sum_range, aeval_eq_sum_range, Matrix.sum_apply, Matrix.sum_apply]
  refine Finset.sum_congr rfl fun k hk => ?_
  have hk' := Finset.mem_range.mp hk
  rw [Matrix.smul_apply, Matrix.smul_apply, h k (by omega)]

/-- If `H` is shell-local and `o` lies in shell zero, then for every polynomial of degree at most
`R` the cluster of radius `R` gives exactly the same vector `p(H) e_o` as the full system. -/
theorem polynomial_orbital_exact {d : n → ℕ} {H : Matrix n n ℂ} {o : n} {R : ℕ}
    (hH : ShellLocal d H) (ho : d o = 0) (p : ℂ[X]) (hp : p.natDegree ≤ R) :
    aeval H p *ᵥ Pi.single o 1 = aeval (truncate d R H) p *ᵥ Pi.single o 1 := by
  ext i
  rw [mulVec_site, mulVec_site]
  exact aeval_apply_congr p i o fun k hk =>
    (truncate_pow_apply hH ho k (hk.trans hp) i).symm

/-- If `H` is shell-local and `o` lies in shell zero, then the diagonal element of `p(H)` at `o` is
reproduced by the cluster of radius `R` for every polynomial of degree at most `2R + 1`. -/
theorem polynomial_diagonal_exact {d : n → ℕ} {H : Matrix n n ℂ} {o : n} {R : ℕ}
    (hH : ShellLocal d H) (ho : d o = 0) (p : ℂ[X]) (hp : p.natDegree ≤ 2 * R + 1) :
    (aeval H p) o o = (aeval (truncate d R H) p) o o := by
  refine aeval_apply_congr p o o fun k hk => Eq.symm ?_
  by_cases hkR : k ≤ R
  · exact truncate_pow_apply hH ho k hkR o
  obtain ⟨a, rfl⟩ : ∃ a, k = a + (R + 1) := ⟨k - (R + 1), by omega⟩
  have ha : a ≤ R := by omega
  -- rows of `H` are columns of its transpose, which is shell-local too
  have hT : ShellLocal d Hᵀ := fun i j h => hH j i h.symm
  have hKT : (truncate d R H)ᵀ = truncate d R Hᵀ := by
    ext i j
    simp [truncate, and_comm]
  have row (i : n) : (truncate d R H ^ a) o i = (H ^ a) o i := by
    have h := truncate_pow_apply hT ho a ha i
    rwa [← hKT, ← Matrix.transpose_pow, ← Matrix.transpose_pow,
      Matrix.transpose_apply, Matrix.transpose_apply] at h
  have rowZero (i : n) (hi : a < d i) : (H ^ a) o i = 0 := by
    have h := pow_apply_eq_zero hT ho a i hi
    rwa [← Matrix.transpose_pow, Matrix.transpose_apply] at h
  -- split the walk into `a` steps, one middle step, and `R` steps
  have key (A : Matrix n n ℂ) : (A ^ (a + (R + 1))) o o =
      ∑ i, (A ^ a) o i * ∑ j, A i j * (A ^ R) j o := by
    rw [pow_add, pow_succ', Matrix.mul_apply]
    simp only [Matrix.mul_apply]
  rw [key (truncate d R H), key H]
  refine Finset.sum_congr rfl fun i _ => ?_
  rw [row i]
  by_cases hi : R < d i
  · rw [rowZero i (by omega), zero_mul, zero_mul]
  · congr 1
    refine Finset.sum_congr rfl fun j _ => ?_
    rw [truncate_pow_apply hH ho R le_rfl j]
    by_cases hj : R < d j
    · rw [pow_apply_eq_zero hH ho R j hj, mul_zero, mul_zero]
    · have hK : truncate d R H i j = H i j :=
        if_pos ⟨not_lt.mp hi, not_lt.mp hj⟩
      rw [hK]

/-- If `R + 1` applications of `H` carry the orbital to a site beyond shell `R`,
the cluster of radius `R` gives a wrong vector for the power `R + 1`. -/
theorem next_power_fails {d : n → ℕ} {H : Matrix n n ℂ} {o i : n} {R : ℕ}
    (hi : R < d i) (hreach : (H ^ (R + 1)) i o ≠ 0) :
    H ^ (R + 1) *ᵥ Pi.single o 1 ≠ truncate d R H ^ (R + 1) *ᵥ Pi.single o 1 := by
  intro h
  have h' := congrFun h i
  rw [mulVec_site, mulVec_site] at h'
  apply hreach
  rw [h', pow_succ', Matrix.mul_apply]
  refine Finset.sum_eq_zero fun j _ => ?_
  have hK : truncate d R H i j = 0 := if_neg fun hc => by omega
  rw [hK, zero_mul]

/-- The nearest-neighbour hopping Hamiltonian of an open chain of three sites. -/
def threeSiteChain : Matrix (Fin 3) (Fin 3) ℂ := !![0, 1, 0; 1, 0, 1; 0, 1, 0]

/-- The three-site chain, with shells counted from its first site, is shell-local; its fourth
moment at that site is 2, while the cluster of radius 1 gives 1. -/
theorem diagonal_degree_sharp_witness :
    ShellLocal Fin.val threeSiteChain ∧ (threeSiteChain ^ 4) 0 0 = 2 ∧
      (truncate Fin.val 1 threeSiteChain ^ 4) 0 0 = 1 := by
  have e (A : Matrix (Fin 3) (Fin 3) ℂ) : A ^ 4 = (A * A) * (A * A) := by
    noncomm_ring
  have hK : truncate Fin.val 1 threeSiteChain = !![0, 1, 0; 1, 0, 0; 0, 0, 0] := by
    ext i j
    fin_cases i <;> fin_cases j <;> simp [truncate, threeSiteChain]
  refine ⟨?_, ?_, ?_⟩
  · intro i j h
    fin_cases i <;> fin_cases j <;>
      first
        | (simp [threeSiteChain]; done)
        | (exfalso; revert h; decide)
  · rw [e]
    norm_num [threeSiteChain, Matrix.mul_apply, Fin.sum_univ_three]
    -- the remaining vector entries are both equal to one
    change (1 : ℂ) + 1 * 1 = 2
    norm_num
  · rw [hK, e]
    norm_num [Matrix.mul_apply, Fin.sum_univ_three]
    exact Or.inl rfl

end LocalOrbitalTruncation
```

```lean
#print axioms LocalOrbitalTruncation.polynomial_orbital_exact
#print axioms LocalOrbitalTruncation.polynomial_diagonal_exact
#print axioms LocalOrbitalTruncation.next_power_fails
```

```
'LocalOrbitalTruncation.polynomial_orbital_exact' depends on axioms: [propext, Classical.choice, Quot.sound]
'LocalOrbitalTruncation.polynomial_diagonal_exact' depends on axioms: [propext, Classical.choice, Quot.sound]
'LocalOrbitalTruncation.next_power_fails' depends on axioms: [propext, Classical.choice, Quot.sound]
```

## What the definitions and theorems say

The type `n` is the finite set of sites and `d : n → ℕ` gives the shells. `ShellLocal d H` is the locality condition, with "differ by more than one" written as two strict inequalities so that no subtraction of natural numbers is needed. `truncate d R H` is $K$. The orbital $e_o$ is `Pi.single o 1`, the vector with entry 1 at `o` and 0 elsewhere; `*ᵥ` applies a matrix to a vector, and `aeval H p` is $p(H)$.

`polynomial_orbital_exact` is the statement about the vector, and `polynomial_diagonal_exact` the one about the diagonal element. Both assume `ShellLocal d H` and `d o = 0`. Hermiticity is not assumed, the on-site energies are arbitrary, and shell zero may contain sites other than $o$. `next_power_fails` needs neither locality nor `d o = 0`; it takes as a hypothesis that the orbital reaches a site beyond the cluster.

Locality is an assumption about the matrix. It stands for a finite hopping range in an orthonormal local basis. In a non-orthogonal basis the operator to be applied is $S^{-1}H$, with $S$ the overlap matrix, and this need not be shell-local even if $H$ and $S$ are. The matrix is also fixed in advance, so a self-consistent change of $H$ caused by the truncation is not described. A Fermi function is not a polynomial, and the error made in replacing it by one is a separate matter.

## A cluster matrix of its own size

Here $K$ has the same size as $H$, with zeros outside the cluster. A program would more likely store the smaller matrix indexed only by the sites with $d(i)\le R$. In Lean this would be a submatrix over a subtype, and the statement about the vector would need a map that extends a cluster vector by zeros to all sites. The full-size version compares the two vectors directly.

The choice affects the matrix $p(K)$ as a whole. On a site outside the cluster, the full-size $K$ acts as zero, so $p(K)$ acts there as the constant $p(0)$; the smaller matrix has no such sites. Column $o$ is unaffected, because $o$ lies in the cluster.

## How the proof runs

`mulVec_site` identifies the vector $Me_o$ with column $o$ of $M$, so that everything else can be done with matrix entries.

`pow_apply_eq_zero` is the bound on the spreading. The induction is made for all sites at once (`generalizing i`), because the step for site $i$ uses the hypothesis at the intermediate site $j$. Rewriting with `pow_succ'` takes the last hop off on the left, as in the sum above, and the case distinction on `k < d j` separates the two reasons for a term to vanish. `truncate_pow_apply` has the same structure; its inner claim `hK` is the observation that a hop starting in a shell $d(j)\le k<R$ cannot leave the cluster.

`aeval_apply_congr` is the linearity step, stated for one entry of two arbitrary matrices. It therefore serves the column and the diagonal element alike, and `polynomial_orbital_exact` follows by comparing components.

In `polynomial_diagonal_exact`, the powers up to $R$ are dealt with first. For the others, `hT` says that the transpose is shell-local and `hKT` that truncation commutes with transposition. From these, `row` and `rowZero` obtain the two facts about the left factor. The identity `key` is the splitting into $a$ steps, one middle step and $R$ steps, and it is applied to both $K$ and $H$. The double sum is then compared term by term: sites $i$ beyond shell $R$ drop out through the left factor, sites $j$ through the right one, and for the rest the middle entries coincide.

`next_power_fails` assumes that the vectors are equal, reads off the component at $i$, and finds that it vanishes on the cluster side, against the hypothesis `hreach`.

The last theorem, `diagonal_degree_sharp_witness`, returns to the three-site chain, with the site number `Fin.val` as shell. It checks locality entry by entry and computes both fourth powers as products of squares, which gives the values 2 and 1 found by counting walks.
